# Discarding a coupling of norm v across a gap d raises the lowest eigenvalue by at most v²/d

## Blocks, norms and the gap

Split an orthonormal basis into a retained set and a set of high angular momentum functions. The Hamiltonian matrix is then

\[
H=\begin{pmatrix}A&V\\V^\dagger&B\end{pmatrix},
\]

with \(A\) and \(B\) Hermitian. In the Lean file this is `blockH A V B`, a finite complex matrix whose blocks may have different sizes.

- `energies M` is the set of real eigenvalues of \(M\), each with a nonzero eigenvector. `IsLeast (energies A) a` says that \(a\) is the lowest eigenvalue of \(A\). The lowest eigenvalue of \(H\) is \(E\).
- `weight x` is \(\|x\|^2=\sum_i|x_i|^2\), and `expval M x` is \(\operatorname{Re}\,x^\dagger Mx\). Vectors need not be normalised.
- The gap \(d>0\) enters through \(y^\dagger By\ge(a+d)\|y\|^2\) for all \(y\): every state built only from high angular momentum functions lies at least \(d\) above \(a\).
- The coupling strength \(v\) enters through \(\|Vy\|^2\le v^2\|y\|^2\) for all \(y\), so the operator norm of \(V\) is at most \(|v|\).

Under these hypotheses,

\[
a-\frac{v^2}{d}\le E\le a .
\]

With \(V=0\) the lowest eigenvalue of the block matrix is exactly \(a\), so the truncation error \(a-E\) lies between \(0\) and \(v^2/d\).

## Estimating the error of an angular momentum cutoff

For a fixed finite Hamiltonian in an orthonormal basis, the bound gives an upper limit on how far the lowest eigenvalue falls when a block of high angular momentum functions, such as extra local orbitals, is coupled in.

The usual LAPW cutoff on the angular momentum inside the atomic spheres changes the augmented plane waves themselves, so it is not a truncation of this kind; leaving out a set of local orbitals is. LAPW matrices come with an overlap matrix \(S\). With the retained functions ordered first, a Cholesky factorisation \(S=LL^\dagger\) and the transformation \(L^{-1}HL^{-\dagger}\) give an orthonormal form whose leading block has the same eigenvalues as the retained generalised problem. The blocks \(V\) and \(B\) must be read off after this transformation.

The largest singular value of \(V\) serves as \(v\), and the Frobenius norm is a cheaper, safe overestimate. For \(d\) one needs a lower bound on the spectrum of \(B\); a Ritz value from an unconverged iterative solver can lie too high. With \(v=0.2\) and \(d=2\) in the same energy unit, the error is at most \(0.02\).

## From the eigenvalue equation to the bound

**Upper bound.** Let \(Ax=ax\) with \(x\ne0\), and take \((x,0)\) as trial vector for \(H\). The variational principle gives

\[
E\|x\|^2\le x^\dagger Ax=a\|x\|^2,
\]

hence \(E\le a\).

**Lower bound.** Let \(e\le a\) be an eigenvalue of \(H\) with eigenvector \((x,y)\ne0\):

\[
Ax+Vy=ex,\qquad V^\dagger x+By=ey .
\]

Multiply from the left by \(x^\dagger\) and \(y^\dagger\), take real parts, and write \(c=\operatorname{Re}\,x^\dagger Vy\). The bounds on \(A\) and \(B\) give

\[
(a-e)\|x\|^2\le-c,\qquad (a+d-e)\|y\|^2\le-c .
\]

Both left sides are nonnegative, so the inequalities may be multiplied. With Cauchy–Schwarz,

\[
(a-e)(a+d-e)\|x\|^2\|y\|^2\le c^2\le v^2\|x\|^2\|y\|^2 .
\]

If both components are nonzero, division gives the secular inequality

\[
(a-e)(a+d-e)\le v^2 .
\]

If \(x=0\), then \(c=0\) and \(y\neq0\), so the second projected inequality would make a positive number nonpositive; this case is impossible. If \(y=0\), then \(c=0\) and the first one forces \(e=a\), for which the secular inequality is trivial.

Now set \(e=E\). Since \((a-E)^2\ge0\),

\[
d(a-E)\le(a-E)(a-E+d)\le v^2,
\]

and division by \(d\) finishes the argument. Keeping the quadratic term gives an estimate that is sharper whenever \(v\ne0\), \(a-E\le\tfrac12\bigl(\sqrt{d^2+4v^2}-d\bigr)\).

## The Lean file

```lean
import Mathlib

open Matrix
open scoped ComplexOrder

namespace BlockCouplingBound

noncomputable section

variable {m n : Type*} [Fintype m] [Fintype n] [DecidableEq m] [DecidableEq n]

/-- The real eigenvalues of a matrix, each with a nonzero eigenvector. -/
def energies (M : Matrix n n ℂ) : Set ℝ :=
  {e | ∃ x : n → ℂ, x ≠ 0 ∧ M *ᵥ x = (e : ℂ) • x}

/-- The squared norm of a coefficient vector. -/
def weight (x : n → ℂ) : ℝ := ∑ i, ‖x i‖ ^ 2

/-- The real part of the quadratic form `x† M x`. -/
def expval (M : Matrix n n ℂ) (x : n → ℂ) : ℝ := (star x ⬝ᵥ M *ᵥ x).re

/-- The block matrix with diagonal blocks `A` and `B`, upper right block `V` and lower left block
`V†`. -/
def blockH (A : Matrix m m ℂ) (V : Matrix m n ℂ) (B : Matrix n n ℂ) :
    Matrix (m ⊕ n) (m ⊕ n) ℂ := fromBlocks A V Vᴴ B

omit [DecidableEq n] in
/-- The scalar product of a vector with itself is its squared norm. -/
lemma star_dot_self (x : n → ℂ) : star x ⬝ᵥ x = (weight x : ℂ) := by
  unfold weight dotProduct
  push_cast
  refine Finset.sum_congr rfl fun i _ => ?_
  exact Complex.conj_mul' (x i)

omit [DecidableEq n] in
/-- A nonzero vector has positive squared norm. -/
lemma weight_pos {x : n → ℂ} (hx : x ≠ 0) : 0 < weight x := by
  obtain ⟨i, hi⟩ := Function.ne_iff.mp hx
  exact Finset.sum_pos' (fun _ _ => sq_nonneg _)
    ⟨i, Finset.mem_univ i, pow_pos (norm_pos_iff.mpr hi) 2⟩

omit [DecidableEq n] in
/-- Cauchy-Schwarz inequality for the real part of the scalar product. -/
lemma re_dot_sq_le (x z : n → ℂ) : (star x ⬝ᵥ z).re ^ 2 ≤ weight x * weight z := by
  have h : |(star x ⬝ᵥ z).re| ≤ ∑ i, ‖x i‖ * ‖z i‖ := by
    calc |(star x ⬝ᵥ z).re| ≤ ‖star x ⬝ᵥ z‖ := Complex.abs_re_le_norm _
      _ ≤ ∑ i, ‖star (x i) * z i‖ := norm_sum_le _ _
      _ = ∑ i, ‖x i‖ * ‖z i‖ := by simp only [norm_mul, norm_star]
  calc (star x ⬝ᵥ z).re ^ 2 = |(star x ⬝ᵥ z).re| ^ 2 := (sq_abs _).symm
    _ ≤ (∑ i, ‖x i‖ * ‖z i‖) ^ 2 := pow_le_pow_left₀ (abs_nonneg _) h 2
    _ ≤ weight x * weight z := Finset.sum_mul_sq_le_sq_mul_sq _ _ _

/-- Variational principle: if `e` is a lower bound on the eigenvalues of a Hermitian matrix `M`,
then `Re x† M x ≥ e ‖x‖²` for every vector `x`. -/
theorem variational {M : Matrix n n ℂ} (hM : M.IsHermitian) {e : ℝ}
    (he : e ∈ lowerBounds (energies M)) (x : n → ℂ) : e * weight x ≤ expval M x := by
  have hS : (M - (e : ℂ) • (1 : Matrix n n ℂ)).IsHermitian := by
    apply hM.sub
    unfold Matrix.IsHermitian
    rw [conjTranspose_smul, conjTranspose_one, RCLike.star_def, Complex.conj_ofReal]
  -- the shifted matrix has no negative eigenvalue
  have hP : (M - (e : ℂ) • (1 : Matrix n n ℂ)).PosSemidef := by
    refine hS.posSemidef_iff_eigenvalues_nonneg.mpr fun i => ?_
    have hu := hS.mulVec_eigenvectorBasis i
    simp only [Matrix.sub_mulVec, Matrix.smul_mulVec, Matrix.one_mulVec] at hu
    have hmem : hS.eigenvalues i + e ∈ energies M := by
      refine ⟨(hS.eigenvectorBasis i).ofLp, ?_, ?_⟩
      · intro h
        apply hS.eigenvectorBasis.orthonormal.ne_zero i
        ext j
        exact congrFun h j
      · ext j
        have hj := congrFun hu j
        simp only [Pi.sub_apply, Pi.smul_apply, Complex.real_smul, smul_eq_mul] at hj ⊢
        push_cast
        linear_combination hj
    have := he hmem
    show (0 : ℝ) ≤ hS.eigenvalues i
    linarith
  have h := (Complex.le_def.mp (hP.dotProduct_mulVec_nonneg x)).1
  simp only [Matrix.sub_mulVec, Matrix.smul_mulVec, Matrix.one_mulVec, dotProduct_sub,
    dotProduct_smul, star_dot_self, smul_eq_mul, Complex.sub_re, ← Complex.ofReal_mul,
    Complex.ofReal_re, Complex.zero_re] at h
  unfold expval
  linarith

omit [DecidableEq m] [DecidableEq n] in
/-- Secular inequality: if `d > 0` and, for all `x` and `y`, `Re x† A x ≥ a ‖x‖²`, `Re y† B y ≥ (a +
d) ‖y‖²` and `‖V y‖² ≤ v² ‖y‖²`, then every real eigenvalue `e ≤ a` of the coupled matrix satisfies
`(a - e) (a + d - e) ≤ v²`. -/
theorem secular_bound {A : Matrix m m ℂ} {V : Matrix m n ℂ} {B : Matrix n n ℂ}
    {a d v e : ℝ} (hA : ∀ x, a * weight x ≤ expval A x)
    (hB : ∀ y, (a + d) * weight y ≤ expval B y) (hd : 0 < d)
    (hV : ∀ y, weight (V *ᵥ y) ≤ v ^ 2 * weight y)
    (he : e ∈ energies (blockH A V B)) (hea : e ≤ a) :
    (a - e) * (a + d - e) ≤ v ^ 2 := by
  obtain ⟨z, hz, hEq⟩ := he
  rw [blockH, fromBlocks_mulVec] at hEq
  have hpos : 0 < weight (z ∘ Sum.inl) + weight (z ∘ Sum.inr) := by
    have h := weight_pos hz
    unfold weight at h ⊢
    rw [Fintype.sum_sum_type] at h
    exact h
  have e1 : A *ᵥ (z ∘ Sum.inl) + V *ᵥ (z ∘ Sum.inr) = (e : ℂ) • (z ∘ Sum.inl) :=
    funext fun i => congrFun hEq (Sum.inl i)
  have e2 : Vᴴ *ᵥ (z ∘ Sum.inl) + B *ᵥ (z ∘ Sum.inr) = (e : ℂ) • (z ∘ Sum.inr) :=
    funext fun i => congrFun hEq (Sum.inr i)
  generalize z ∘ Sum.inl = x at *
  generalize z ∘ Sum.inr = y at *
  -- project the eigenvalue equation on each block
  have h1 := congrArg (fun u => (star x ⬝ᵥ u).re) e1
  have h2 := congrArg (fun u => (star y ⬝ᵥ u).re) e2
  have hc : star y ⬝ᵥ Vᴴ *ᵥ x = star (star x ⬝ᵥ V *ᵥ y) := by
    rw [Matrix.dotProduct_mulVec, ← Matrix.star_mulVec]
    exact Matrix.star_dotProduct _ _
  simp only [dotProduct_add, dotProduct_smul, star_dot_self, smul_eq_mul, Complex.add_re,
    ← Complex.ofReal_mul, Complex.ofReal_re, hc, RCLike.star_def, Complex.conj_re] at h1 h2
  have hx := hA x
  have hy := hB y
  unfold expval at hx hy
  have hX : 0 ≤ weight x := Finset.sum_nonneg fun _ _ => sq_nonneg _
  have hY : 0 ≤ weight y := Finset.sum_nonneg fun _ _ => sq_nonneg _
  have hcs : (star x ⬝ᵥ V *ᵥ y).re ^ 2 ≤ weight x * (v ^ 2 * weight y) :=
    (re_dot_sq_le x _).trans (mul_le_mul_of_nonneg_left (hV y) hX)
  generalize (star x ⬝ᵥ V *ᵥ y).re = c at *
  have p1 : (a - e) * weight x ≤ -c := by linarith
  have p2 : (a + d - e) * weight y ≤ -c := by linarith
  have q1 : 0 ≤ (a - e) * weight x := mul_nonneg (by linarith) hX
  have q2 : 0 ≤ (a + d - e) * weight y := mul_nonneg (by linarith) hY
  have hprod : ((a - e) * weight x) * ((a + d - e) * weight y) ≤ (-c) * (-c) :=
    mul_le_mul p1 p2 q2 (q1.trans p1)
  rcases hX.eq_or_lt with hX0 | hX0
  · -- no retained component: impossible below the upper block
    rw [← hX0] at hcs hpos
    have c0 : c = 0 := by nlinarith [sq_nonneg c]
    have : 0 < (a + d - e) * weight y := mul_pos (by linarith) (by linarith)
    linarith
  rcases hY.eq_or_lt with hY0 | hY0
  · -- no discarded component: the energy is not lowered
    rw [← hY0] at hcs
    have c0 : c = 0 := by nlinarith [sq_nonneg c]
    have hae : a - e = 0 := by
      by_contra hne
      have : 0 < a - e := lt_of_le_of_ne (by linarith) (Ne.symm hne)
      have := mul_pos this hX0
      linarith
    rw [hae, zero_mul]
    exact sq_nonneg v
  · refine le_of_mul_le_mul_right ?_ (mul_pos hX0 hY0)
    linarith

/-- The lowest eigenvalue `E` of the coupled matrix lies between `a - v²/d` and `a`, where `a` is
the lowest eigenvalue of `A`, `A` and `B` are Hermitian, `B ≥ a + d` with `d > 0`, and `V` has
operator norm at most `|v|`. -/
theorem lowest_energy_bounds {A : Matrix m m ℂ} {V : Matrix m n ℂ} {B : Matrix n n ℂ}
    {a d v E : ℝ} (hAh : A.IsHermitian) (hBh : B.IsHermitian)
    (hA : IsLeast (energies A) a) (hB : ∀ y, (a + d) * weight y ≤ expval B y)
    (hd : 0 < d) (hV : ∀ y, weight (V *ᵥ y) ≤ v ^ 2 * weight y)
    (hE : IsLeast (energies (blockH A V B)) E) :
    a - v ^ 2 / d ≤ E ∧ E ≤ a := by
  have hup : E ≤ a := by
    -- trial vector: ground vector of `A` padded with zeros
    obtain ⟨x, hx, hAx⟩ := hA.1
    have hH : (blockH A V B).IsHermitian := Matrix.IsHermitian.fromBlocks hAh rfl hBh
    have h := variational hH hE.2 (Sum.elim x 0)
    have hw : weight (Sum.elim x (0 : n → ℂ)) = weight x := by
      simp [weight, Fintype.sum_sum_type]
    have hq : expval (blockH A V B) (Sum.elim x 0) = a * weight x := by
      have h' : expval (blockH A V B) (Sum.elim x 0) = expval A x := by
        unfold expval blockH
        rw [fromBlocks_mulVec]
        simp [dotProduct, Fintype.sum_sum_type]
      rw [h', expval, hAx, dotProduct_smul, star_dot_self, smul_eq_mul,
        ← Complex.ofReal_mul, Complex.ofReal_re]
    rw [hw, hq] at h
    exact le_of_mul_le_mul_right h (weight_pos hx)
  refine ⟨?_, hup⟩
  have hs := secular_bound (variational hAh hA.2) hB hd hV hE.1 hup
  have : a - E ≤ v ^ 2 / d := by
    rw [le_div_iff₀ hd]
    nlinarith [sq_nonneg (a - E)]
  linarith

omit [DecidableEq n] in
/-- If `A` is Hermitian with lowest eigenvalue `a`, and `Re y† B y ≥ (a + d) ‖y‖²` for all `y` with
`d > 0`, then the block matrix with zero coupling has lowest eigenvalue `a`. -/
theorem decoupled_lowest {A : Matrix m m ℂ} {B : Matrix n n ℂ} {a d : ℝ}
    (hAh : A.IsHermitian) (hA : IsLeast (energies A) a)
    (hB : ∀ y, (a + d) * weight y ≤ expval B y) (hd : 0 < d) :
    IsLeast (energies (blockH A 0 B)) a := by
  constructor
  · obtain ⟨x, hx, hAx⟩ := hA.1
    refine ⟨Sum.elim x 0, fun h => hx (funext fun i => congrFun h (Sum.inl i)), ?_⟩
    rw [blockH, fromBlocks_mulVec]
    funext i
    rcases i with i | i <;> simp [hAx]
  · intro e he
    by_contra hlt
    have hlt' : e < a := not_le.mp hlt
    have h := secular_bound (v := 0) (variational hAh hA.2) hB hd
      (fun y => by simp [weight]) he hlt'.le
    have : 0 < (a - e) * (a + d - e) := mul_pos (by linarith) (by linarith)
    linarith

/-- If `v² = t (t + d)` with `v ≠ 0`, the matrix with blocks `a`, `a + d` and coupling `v`
(multiples of the identity) has the eigenvalue `a - t`. -/
theorem secular_bound_attained [Nonempty n] {a d t v : ℝ} (hv : v ≠ 0)
    (h : v ^ 2 = t * (t + d)) :
    a - t ∈ energies (blockH ((a : ℂ) • (1 : Matrix n n ℂ)) ((v : ℂ) • (1 : Matrix n n ℂ))
      (((a + d : ℝ) : ℂ) • (1 : Matrix n n ℂ))) := by
  have hC : (v : ℂ) ^ 2 = t * (t + d) := by exact_mod_cast h
  refine ⟨Sum.elim (fun _ => (v : ℂ)) (fun _ => -(t : ℂ)), ?_, ?_⟩
  · intro h0
    have h1 : (v : ℂ) = 0 := congrFun h0 (Sum.inl (Classical.arbitrary n))
    exact hv (Complex.ofReal_eq_zero.mp h1)
  · funext i
    rcases i with i | i
    all_goals
      simp only [blockH, fromBlocks_mulVec, Sum.elim_comp_inl, Sum.elim_comp_inr,
        conjTranspose_smul, conjTranspose_one, Matrix.smul_mulVec, Matrix.one_mulVec,
        Sum.elim_inl, Sum.elim_inr, Pi.add_apply, Pi.smul_apply, smul_eq_mul,
        RCLike.star_def, Complex.conj_ofReal]
      push_cast
    · ring
    · linear_combination hC

end

end BlockCouplingBound
```

```lean
#print axioms BlockCouplingBound.lowest_energy_bounds
-- 'BlockCouplingBound.lowest_energy_bounds' depends on axioms: [propext, Classical.choice, Quot.sound]
#print axioms BlockCouplingBound.decoupled_lowest
-- 'BlockCouplingBound.decoupled_lowest' depends on axioms: [propext, Classical.choice, Quot.sound]
#print axioms BlockCouplingBound.secular_bound_attained
-- 'BlockCouplingBound.secular_bound_attained' depends on axioms: [propext, Classical.choice, Quot.sound]
```

## How the proof follows the algebra

`secular_bound` carries the lower bound. It splits the eigenvector into its two components, projects the equations as `h1` and `h2`, and multiplies the resulting inequalities in `hprod`. The two `rcases` lines separate the cases of a vanishing component. `re_dot_sq_le` supplies Cauchy–Schwarz, and `weight_pos` shows that the nonzero eigenvector has positive total squared norm, so its two components cannot both vanish.

`lowest_energy_bounds` adds the padded trial vector, written `Sum.elim x 0`, and drops the square \((a-E)^2\) with `nlinarith`. `decoupled_lowest` applies the secular inequality with \(v=0\) to show that no eigenvalue lies below \(a\).

The proof turns on Mathlib's `posSemidef_iff_eigenvalues_nonneg`, used in `variational`. It says that a Hermitian matrix is positive semidefinite exactly when its eigenvalues are nonnegative. The file applies it to \(M-e\mathbb 1\), where \(e\) is a lower bound on the eigenvalues of \(M\). Each eigenvalue of the shifted matrix, plus \(e\), belongs to `energies M`, so the shifted eigenvalue is nonnegative. Positivity of the shifted quadratic form is then the variational principle, with no explicit expansion of the trial vector in eigenvectors.

## Sharpness and the limits of the bound

`secular_bound_attained` takes blocks \(a\mathbb 1\), \((a+d)\mathbb 1\) and \(v\mathbb 1\) of any nonzero size, with \(v\ne0\) and \(v^2=t(t+d)\). The matrix has the eigenvalue \(a-t\), which turns the secular inequality into an equality. For \(d>0\) and \(t>0\) this eigenvalue lies below \(a\), so the secular inequality cannot be improved from \(a\), \(d\) and \(v\) alone.

The theorem concerns only the lowest eigenvalue of one fixed matrix. It gives no bound for higher bands, for eigenvectors, or for the change of the potential during self-consistency. The gap and the coupling norm are hypotheses that the user must establish for the actual basis, and the overlap matrix does not appear in the file. The Cholesky recipe and the square-root estimate above are ordinary algebra added to the checked statements.
